# Symmetric ordering alone does not keep a variable-mass kinetic matrix positive

## Matrices, vectors and units

Let D be a real N × N matrix that stands for d/dx on a finite grid, or in a finite orthonormal basis whose functions are each assigned to one grid point, so that a function of x is represented by a diagonal matrix. It is assumed to be antisymmetric, which central differences on a uniform periodic grid satisfy and one-sided differences do not:

Dᵀ = −D.

Let g_i be the inverse mass at point i, with the factor ħ²/2 absorbed, and let G = diag(g). The dot product is u·v = Σ_i u_i v_i, and v·Av is called the energy of v under the matrix A. It is the expectation value when v is normalised; otherwise one divides by v·v, which doesn't change the sign.

Two symmetric matrices compete for the role of kinetic energy:

sandwiched: S = −DGD

symmetrised: K = −(GD² + D²G)/2

## Where the ordering question arises

In a one-coordinate model of a large-amplitude vibration, the effective mass can depend on the coordinate. The classical energy p²/(2m(x)) then doesn't say where 1/m(x) goes relative to the two derivatives. Both S and K are symmetric, and they agree when the mass is constant. In general they differ by a double commutator:

[D,[D,G]] = D²G − 2DGD + GD²

K = S − ½[D,[D,G]]

In the continuum the double commutator is the function g″(x), so K acts like S with an extra potential −g″(x)/2. That potential can push the energy below zero.

## The claim and its Lean form

Suppose that every g_i is positive and that some vector n satisfies Dn = 0 and DGn ≠ 0. Then S is positive semidefinite, and K has a strictly negative eigenvalue.

This is `kinetic_ordering`. The finite type `ι` labels the grid points or basis functions, `diagonal g` is G, `*ᵥ` applies a matrix to a vector, and `⬝ᵥ` is the dot product. The hypotheses `hD`, `hg`, `hn` and `hGn` are antisymmetry, positive inverse mass, Dn = 0 and DGn ≠ 0. In the conclusion, `PosSemidef` means that S is symmetric and that no vector has negative energy. The second half supplies a number `μ < 0` and a nonzero vector `v` with Kv = μv.

Physically, n is a vector whose discrete derivative vanishes, as the derivative of a constant function does in the continuum, and DGn ≠ 0 says that D detects the variation of the mass on that state. For uniform g the second condition fails, K equals S, and there is no negative eigenvalue.

Nothing in the statement requires D to approximate a derivative well. The model has one derivative matrix, a diagonal G, no potential and no coordinate-dependent volume element. The theorem gives no size for the negative eigenvalue and no continuum limit. It is silent when D is invertible, as happens for central differences between hard walls with an even number of points.

## Energies of the two orderings

Antisymmetry gives the discrete form of integration by parts:

u·Dv = −(Du)·v.

For the sandwiched matrix, one such move yields

v·Sv = −v·D(GDv) = (Dv)·(GDv) = Σ_i g_i (Dv)_i² ≥ 0.

For the symmetrised matrix, G moves across the dot product without a sign, and D moves with one:

v·Kv = −½[(Gv)·D(Dv) + v·D(DGv)]
= ½[(DGv)·(Dv) + (Dv)·(DGv)]
= (Dv)·(DGv).

This is a product of two different vectors, so its sign is not fixed. One might argue that −D² and G are both positive, so their symmetrised product must be positive too. That inference is valid for commuting matrices, but it can fail for matrices that don't commute.

## A trial vector with negative energy

The vector n itself has energy zero, because Dn = 0. A small step away from it is enough. Put

v = n − tGn, a = |DGn|² > 0, b = (DGn)·(DG²n).

Then Dv = −tDGn and DGv = DGn − tDG²n, so

v·Kv = −ta + t²b = −t(a − tb).

Choose t = a/(|b| + 1), which is positive. Since a = t(|b| + 1),

a − tb ≥ t(|b| + 1) − t|b| = t > 0,

and the energy is negative.

Finally, expand v in orthonormal eigenvectors of K, with eigenvalues λ_k and coefficients c_k:

v·Kv = Σ_k λ_k c_k².

If every λ_k were nonnegative, the sum would be too. Hence some λ_k is negative.

## Three points on a ring

On a periodic grid with spacing h and central differences, take n to be the constant vector with entries 1. Then Dn = 0 and

(DGn)_i = (g_{i+1} − g_{i−1})/(2h),

so the condition on DGn holds as soon as some point has two neighbours with different inverse masses.

The smallest case has three points. With indices 0, 1, 2, the factor 1/(2h) removed and g = (1, 1, 2), one finds DGn = (−1, 1, 0). The symmetrised matrix is

K = [[2, −1, −3/2], [−1, 2, −3/2], [−3/2, −3/2, 4]].

Its eigenvalues, worked out here by hand, are 3 and (5 ± √27)/2; the lowest is about −0.098. The theorem `kinetic_ordering_witness` confirms that this D, g and n satisfy all the hypotheses.

## The complete Lean file

```lean
import Mathlib

open Matrix

namespace VariableMassKinetic

noncomputable section

variable {ι : Type*} [Fintype ι] [DecidableEq ι]

/-- The sandwiched kinetic matrix `-D G D`, with derivative matrix `D` and the
position-dependent inverse mass `g` on the diagonal of `G`. -/
def sandwiched (D : Matrix ι ι ℝ) (g : ι → ℝ) : Matrix ι ι ℝ :=
  -(D * diagonal g * D)

/-- The symmetrised kinetic matrix `-(G D² + D² G)/2`, built from the same `D` and `G`. -/
def symmetrised (D : Matrix ι ι ℝ) (g : ι → ℝ) : Matrix ι ι ℝ :=
  (-(1 / 2) : ℝ) • (diagonal g * (D * D) + D * D * diagonal g)

/-- The two orderings differ by half the double commutator `[D, [D, G]]`. -/
theorem symmetrised_eq_sandwiched_sub (D : Matrix ι ι ℝ) (g : ι → ℝ) :
    symmetrised D g = sandwiched D g - (1 / 2 : ℝ) •
      (D * (D * diagonal g - diagonal g * D) - (D * diagonal g - diagonal g * D) * D) := by
  have h : D * (D * diagonal g - diagonal g * D) - (D * diagonal g - diagonal g * D) * D
      = diagonal g * (D * D) + D * D * diagonal g
        - (D * diagonal g * D + D * diagonal g * D) := by
    noncomm_ring
  rw [h, symmetrised, sandwiched]
  module

omit [DecidableEq ι] in
/-- Summation by parts: an antisymmetric `D` changes sign when it is moved to the other
factor of a dot product. -/
theorem dot_antisymm {D : Matrix ι ι ℝ} (hD : Dᵀ = -D) (u v : ι → ℝ) :
    u ⬝ᵥ D *ᵥ v = -((D *ᵥ u) ⬝ᵥ v) := by
  rw [Matrix.dotProduct_mulVec, ← Matrix.mulVec_transpose, hD, Matrix.neg_mulVec,
    neg_dotProduct]

/-- For antisymmetric `D`, the sandwiched energy of `v` is the sum of the squared
derivatives of `v` weighted by the inverse mass. -/
theorem sandwiched_energy {D : Matrix ι ι ℝ} (hD : Dᵀ = -D) (g v : ι → ℝ) :
    v ⬝ᵥ sandwiched D g *ᵥ v = ∑ i, g i * (D *ᵥ v) i ^ 2 := by
  have h : sandwiched D g *ᵥ v = -(D *ᵥ (diagonal g *ᵥ (D *ᵥ v))) := by
    simp only [sandwiched, Matrix.neg_mulVec, Matrix.mulVec_mulVec, Matrix.mul_assoc]
  rw [h, dotProduct_neg, dot_antisymm hD, neg_neg]
  simp only [dotProduct, Matrix.mulVec_diagonal]
  exact Finset.sum_congr rfl fun i _ => by ring

/-- For antisymmetric `D`, the symmetrised energy of `v` is the dot product of `D v`
with `D G v`. -/
theorem symmetrised_energy {D : Matrix ι ι ℝ} (hD : Dᵀ = -D) (g v : ι → ℝ) :
    v ⬝ᵥ symmetrised D g *ᵥ v = (D *ᵥ v) ⬝ᵥ (D *ᵥ (diagonal g *ᵥ v)) := by
  have h : symmetrised D g *ᵥ v = (-(1 / 2) : ℝ) •
      (diagonal g *ᵥ (D *ᵥ (D *ᵥ v)) + D *ᵥ (D *ᵥ (diagonal g *ᵥ v))) := by
    simp only [symmetrised, Matrix.smul_mulVec, Matrix.add_mulVec, Matrix.mulVec_mulVec,
      Matrix.mul_assoc]
  -- the diagonal matrix can be moved to the left factor
  have hG : ∀ u : ι → ℝ, v ⬝ᵥ diagonal g *ᵥ u = (diagonal g *ᵥ v) ⬝ᵥ u := by
    intro u
    simp only [dotProduct, Matrix.mulVec_diagonal]
    exact Finset.sum_congr rfl fun i _ => by ring
  rw [h, dotProduct_smul, dotProduct_add, hG, dot_antisymm hD (diagonal g *ᵥ v),
    dot_antisymm hD v, dotProduct_comm (D *ᵥ (diagonal g *ᵥ v)) (D *ᵥ v), smul_eq_mul]
  ring

/-- If `D` is antisymmetric, `D n = 0` and `D G n ≠ 0`, some vector has negative
symmetrised energy. -/
theorem exists_negative_energy {D : Matrix ι ι ℝ} (hD : Dᵀ = -D) (g n : ι → ℝ)
    (hn : D *ᵥ n = 0) (hGn : D *ᵥ (diagonal g *ᵥ n) ≠ 0) :
    ∃ v : ι → ℝ, v ⬝ᵥ symmetrised D g *ᵥ v < 0 := by
  obtain ⟨a, ha⟩ : ∃ a, a = (D *ᵥ (diagonal g *ᵥ n)) ⬝ᵥ (D *ᵥ (diagonal g *ᵥ n)) := ⟨_, rfl⟩
  obtain ⟨b, hb⟩ : ∃ b, b = (D *ᵥ (diagonal g *ᵥ n)) ⬝ᵥ
      (D *ᵥ (diagonal g *ᵥ (diagonal g *ᵥ n))) := ⟨_, rfl⟩
  have hpos : 0 < a := by
    rw [ha]
    exact lt_of_le_of_ne (Finset.sum_nonneg fun i _ => mul_self_nonneg _)
      (fun h => hGn (dotProduct_self_eq_zero.mp h.symm))
  -- the energy along the trial direction `n - t G n`
  have key : ∀ t : ℝ, (n - t • (diagonal g *ᵥ n)) ⬝ᵥ
      symmetrised D g *ᵥ (n - t • (diagonal g *ᵥ n)) = -(t * (a - t * b)) := by
    intro t
    rw [symmetrised_energy hD, ha, hb]
    simp only [Matrix.mulVec_sub, Matrix.mulVec_smul, hn, zero_sub, neg_dotProduct,
      smul_dotProduct, dotProduct_sub, dotProduct_smul, smul_eq_mul]
    ring
  -- a step short enough for the linear term to win
  have hc : 0 < |b| + 1 := by positivity
  have ht : 0 < a / (|b| + 1) := div_pos hpos hc
  have hta : a / (|b| + 1) * (|b| + 1) = a := div_mul_cancel₀ a hc.ne'
  have htb : a / (|b| + 1) * b ≤ a / (|b| + 1) * |b| :=
    mul_le_mul_of_nonneg_left (le_abs_self b) ht.le
  refine ⟨n - (a / (|b| + 1)) • (diagonal g *ᵥ n), ?_⟩
  rw [key]
  exact neg_neg_of_pos (mul_pos ht (by linarith))

/-- A real symmetric matrix with a negative expectation value has a negative eigenvalue. -/
theorem exists_negative_eigenvalue {A : Matrix ι ι ℝ} (hA : A.IsHermitian)
    (h : ∃ v : ι → ℝ, v ⬝ᵥ A *ᵥ v < 0) :
    ∃ μ < (0 : ℝ), ∃ v : ι → ℝ, v ≠ 0 ∧ A *ᵥ v = μ • v := by
  obtain ⟨v, hv⟩ := h
  have hneg : ∃ i, hA.eigenvalues i < 0 := by
    by_contra hcon
    have hps : A.PosSemidef := hA.posSemidef_iff_eigenvalues_nonneg.mpr
      fun i => not_lt.mp fun hi => hcon ⟨i, hi⟩
    have h0 := hps.dotProduct_mulVec_nonneg v
    rw [star_trivial] at h0
    linarith
  obtain ⟨i, hi⟩ := hneg
  refine ⟨hA.eigenvalues i, hi, (hA.eigenvectorBasis i).ofLp, ?_,
    hA.mulVec_eigenvectorBasis i⟩
  intro h0
  exact hA.eigenvectorBasis.orthonormal.ne_zero i (PiLp.ext fun k => congrFun h0 k)

/-- Let `D` be antisymmetric, the inverse mass positive, `D n = 0` and `D G n ≠ 0`. Then
`-D G D` is positive semidefinite, while `-(G D² + D² G)/2` has a negative eigenvalue. -/
theorem kinetic_ordering {D : Matrix ι ι ℝ} (hD : Dᵀ = -D) (g n : ι → ℝ)
    (hg : ∀ i, 0 < g i) (hn : D *ᵥ n = 0) (hGn : D *ᵥ (diagonal g *ᵥ n) ≠ 0) :
    (sandwiched D g).PosSemidef ∧
      ∃ μ < (0 : ℝ), ∃ v : ι → ℝ, v ≠ 0 ∧ symmetrised D g *ᵥ v = μ • v := by
  constructor
  · refine PosSemidef.of_dotProduct_mulVec_nonneg ?_ fun v => ?_
    · simp [Matrix.IsHermitian, sandwiched, Matrix.conjTranspose_eq_transpose_of_trivial,
        Matrix.transpose_mul, hD, Matrix.mul_assoc]
    · rw [star_trivial, sandwiched_energy hD]
      exact Finset.sum_nonneg fun i _ => mul_nonneg (hg i).le (sq_nonneg _)
  · refine exists_negative_eigenvalue ?_ (exists_negative_energy hD g n hn hGn)
    simp only [Matrix.IsHermitian, symmetrised, Matrix.conjTranspose_eq_transpose_of_trivial,
      Matrix.transpose_smul, Matrix.transpose_add, Matrix.transpose_mul,
      Matrix.diagonal_transpose, hD, neg_mul_neg]
    rw [add_comm]

/-- An antisymmetric three-point difference matrix, the inverse masses `1, 1, 2` and the
constant vector meet all hypotheses of `kinetic_ordering`. -/
theorem kinetic_ordering_witness :
    (!![0, 1, -1; -1, 0, 1; 1, -1, 0] : Matrix (Fin 3) (Fin 3) ℝ)ᵀ
        = -!![0, 1, -1; -1, 0, 1; 1, -1, 0] ∧
      (∀ i, 0 < (![1, 1, 2] : Fin 3 → ℝ) i) ∧
      (!![0, 1, -1; -1, 0, 1; 1, -1, 0] : Matrix (Fin 3) (Fin 3) ℝ) *ᵥ (fun _ => 1) = 0 ∧
      (!![0, 1, -1; -1, 0, 1; 1, -1, 0] : Matrix (Fin 3) (Fin 3) ℝ) *ᵥ
        (diagonal ![1, 1, 2] *ᵥ (fun _ => 1)) ≠ 0 := by
  refine ⟨?_, ?_, ?_, ?_⟩
  · ext i j
    fin_cases i <;> fin_cases j <;> simp
  · intro i
    fin_cases i <;> simp
  · ext i
    fin_cases i <;> simp [Matrix.mulVec, dotProduct, Fin.sum_univ_succ]
  · intro h
    have e : diagonal (![1, 1, 2] : Fin 3 → ℝ) *ᵥ (fun _ => 1) = ![1, 1, 2] := by
      ext i
      rw [Matrix.mulVec_diagonal, mul_one]
    rw [e] at h
    have h0 := congrFun h 0
    norm_num [Matrix.mulVec, dotProduct, Fin.sum_univ_succ] at h0

end

end VariableMassKinetic
```

```lean
#print axioms VariableMassKinetic.symmetrised_eq_sandwiched_sub
#print axioms VariableMassKinetic.kinetic_ordering
```

```
'VariableMassKinetic.symmetrised_eq_sandwiched_sub' depends on axioms: [propext, Classical.choice, Quot.sound]
'VariableMassKinetic.kinetic_ordering' depends on axioms: [propext, Classical.choice, Quot.sound]
```

## From the dot-product identities to the eigenvalue

`symmetrised_eq_sandwiched_sub` is the double-commutator identity. `noncomm_ring` expands the commutators without exchanging factors, and `module` collects the scalar multiples. The later proofs don't use this result.

`dot_antisymm` is the integration by parts. It moves the matrix to the other factor as a transpose and then replaces Dᵀ by −D. `sandwiched_energy` applies it once and writes the result as a weighted sum of squares. `symmetrised_energy` first splits K applied to v into its two terms. Its local statement `hG` moves G across the dot product, and two uses of `dot_antisymm` give the two equal halves of (Dv)·(DGv).

`exists_negative_energy` follows the trial-vector calculation. It names a and b, and obtains a > 0 from the fact that a real vector with zero squared length vanishes. The statement `key` is the formula −t(a − tb) for every t. The remaining lines insert t = a/(|b| + 1), and `linarith` combines `hta` and `htb` to show that a − tb is positive. No sign condition on g enters here.

`exists_negative_eigenvalue` is the spectral step, for any real symmetric matrix. It assumes that no eigenvalue is negative, deduces that the matrix is positive semidefinite, and contradicts the given negative energy. The eigenvector comes from Mathlib's orthonormal eigenbasis, which also shows that it is nonzero.

`kinetic_ordering` joins the two halves. For S it checks symmetry and then uses `sandwiched_energy` with `hg`, which makes each term of the sum nonnegative. For K it checks symmetry, where transposition exchanges GD² and D²G and `add_comm` restores their order, and then applies the two existence lemmas.

In `kinetic_ordering_witness`, `fin_cases` goes through the three indices for the first three conditions. For DGn ≠ 0, it suffices to look at component 0, which is 1 − 2 = −1.

## Consequence for grid calculations

In a finite one-coordinate model that meets these hypotheses, a negative level of the symmetrised kinetic matrix comes from the ordering and can appear without any attractive potential. Checking that the Hamiltonian matrix is symmetric won't reveal it, whereas diagonalising the kinetic part separately will. Adding ½[D,[D,G]] to K restores the sandwiched matrix exactly.
